# The integral of an inverse power 1/xⁿ⁺² over a finite interval of the positive axis

For a natural number n and real endpoints 0 < p ≤ q, `invPow_interval` states that 1/xⁿ⁺² is integrable from p to q, and that its integral is 1/((n+1)pⁿ⁺¹) − 1/((n+1)qⁿ⁺¹). In physical terms, this is the integral of an inverse-power law, of exponent two or more, over a finite range that keeps clear of the singularity at the origin. The attempt gets integrability by restricting the integrable tail beyond p to the interval. For the value it turns to the fundamental theorem of calculus, meaning to supply the derivative of −1/((n+1)xⁿ⁺¹) afterwards.

This version doesn't compile in Lean 4 with Mathlib:

```lean
import Mathlib

open MeasureTheory Set Filter
open scoped Real Topology

namespace InvPowInterval

noncomputable section

/-- At `x > 0` the inverse power `1/xⁿ⁺²` is the derivative of `-1/((n+1) xⁿ⁺¹)`. -/
theorem hasDerivAt_invPow (n : ℕ) {x : ℝ} (hx : 0 < x) :
    HasDerivAt (fun y : ℝ => -(1 / (((n : ℝ) + 1) * y ^ (n + 1)))) (1 / x ^ (n + 2)) x := by
  have hne : ((n : ℝ) + 1) * x ^ (n + 1) ≠ 0 := by positivity
  have h := ((hasDerivAt_const x (1 : ℝ)).fun_div
    ((hasDerivAt_pow (n + 1) x).const_mul ((n : ℝ) + 1)) hne).fun_neg
  refine h.congr_deriv ?_
  rw [← neg_div, div_eq_div_iff (pow_ne_zero 2 hne) (by positivity), Nat.add_sub_cancel]
  push_cast
  ring

/-- The tail of an inverse power beyond `D > 0` is integrable, with integral
`1/((n+1) Dⁿ⁺¹)`. -/
theorem invPow_tail (n : ℕ) {D : ℝ} (hD : 0 < D) :
    IntegrableOn (fun x : ℝ => 1 / x ^ (n + 2)) (Ioi D) ∧
      ∫ x in Ioi D, 1 / x ^ (n + 2) = 1 / (((n : ℝ) + 1) * D ^ (n + 1)) := by
  have hlim : Tendsto (fun y : ℝ => -(1 / (((n : ℝ) + 1) * y ^ (n + 1)))) atTop (𝓝 0) := by
    have h1 : Tendsto (fun y : ℝ => ((n : ℝ) + 1) * y ^ (n + 1)) atTop atTop :=
      (tendsto_pow_atTop (Nat.succ_ne_zero n)).const_mul_atTop (by positivity)
    have h2 := (h1.const_div_atTop 1).neg
    rwa [neg_zero] at h2
  have hder := fun (x : ℝ) (hx : x ∈ Ici D) => hasDerivAt_invPow n (lt_of_lt_of_le hD hx)
  have hpos : ∀ x ∈ Ioi D, 0 ≤ 1 / x ^ (n + 2) := fun x hx => by
    have : 0 < x := lt_trans hD hx
    positivity
  refine ⟨integrableOn_Ioi_deriv_of_nonneg' hder hpos hlim, ?_⟩
  rw [integral_Ioi_of_hasDerivAt_of_nonneg' hder hpos hlim, sub_neg_eq_add, zero_add]

/-- An inverse power is integrable between `p > 0` and `q ≥ p`, and its integral is the
difference of the two tails. -/
theorem invPow_interval (n : ℕ) {p q : ℝ} (hp : 0 < p) (hpq : p ≤ q) :
    IntervalIntegrable (fun x : ℝ => 1 / x ^ (n + 2)) volume p q ∧
      ∫ x in p..q, 1 / x ^ (n + 2) =
        1 / (((n : ℝ) + 1) * p ^ (n + 1)) - 1 / (((n : ℝ) + 1) * q ^ (n + 1)) := by
  have hint : IntervalIntegrable (fun x : ℝ => 1 / x ^ (n + 2)) volume p q :=
    (intervalIntegrable_iff_integrableOn_Ioc_of_le hpq).2
      ((invPow_tail n hp).1.mono_set Ioc_subset_Ioi_self)
  refine ⟨hint, ?_⟩
  rw [intervalIntegral.integral_eq_sub_of_hasDerivAt (fun x hx => ?_) hint]
  · ring
  · rw [uIcc_of_le hpq] at hx
    exact hasDerivAt_invPow n (lt_of_lt_of_le hp hx.1)

end

end InvPowInterval
```

The compiler's answer:

```
Try this:
  [apply] ring_nf
  
  The `ring` tactic failed to close the goal. Use `ring_nf` to obtain a normal form.
    
  Note that `ring` works primarily in *commutative* rings. If you have a noncommutative ring, abelian group or module, consider using `noncomm_ring`, `abel` or `module` instead.
Main.lean:49:2: error: unsolved goals
n : ℕ
p q : ℝ
hp : 0 < p
hpq : p ≤ q
hint : IntervalIntegrable (fun x => 1 / x ^ (n + 2)) volume p q
⊢ ?m.169 q - ?m.169 p = (↑n * p * p ^ n + p * p ^ n)⁻¹ - (↑n * q * q ^ n + q * q ^ n)⁻¹
Main.lean:50:27: error(lean.unknownIdentifier): Unknown identifier `hx`
Main.lean:43:81: error: unsolved goals
n : ℕ
p q : ℝ
hp : 0 < p
hpq : p ≤ q
hint : IntervalIntegrable (fun x => 1 / x ^ (n + 2)) volume p q
x : ℝ
hx : x ∈ uIcc p q
⊢ HasDerivAt sorry (1 / x ^ (n + 2)) x
```

Diagnosis. The lemma `intervalIntegral.integral_eq_sub_of_hasDerivAt` takes the antiderivative as an implicit argument, which Lean must read off from the derivative proof. Here that proof was left as `?_`, and `hint` mentions only the integrand, so nothing said which function was meant. After the rewrite the left side was `?m.169 q - ?m.169 p`, with the function still unknown, and `ring` cannot choose one.

The other two errors follow from this. The unknown function had become a goal of its own, and the second bullet landed on it instead of on the derivative goal. There is no `hx` there, hence the unknown identifier. Lean then put `sorry` in place of the function, and the derivative goal, now `HasDerivAt sorry …`, was left with no bullet to prove it.

The repair proves the derivative first, as `hder`, whose statement writes the antiderivative out. The proof inside is the old second bullet, unchanged. Passing `hder` to the lemma fixes the function, so the rewrite leaves only an algebraic identity, which `ring` closes.

The mended proof, as a diff:

```diff
@@ -45,9 +45,11 @@
     (intervalIntegrable_iff_integrableOn_Ioc_of_le hpq).2
       ((invPow_tail n hp).1.mono_set Ioc_subset_Ioi_self)
+  have hder : ∀ x ∈ uIcc p q, HasDerivAt
+      (fun y : ℝ => -(1 / (((n : ℝ) + 1) * y ^ (n + 1)))) (1 / x ^ (n + 2)) x := fun x hx => by
+    rw [uIcc_of_le hpq] at hx
+    exact hasDerivAt_invPow n (lt_of_lt_of_le hp hx.1)
   refine ⟨hint, ?_⟩
-  rw [intervalIntegral.integral_eq_sub_of_hasDerivAt (fun x hx => ?_) hint]
-  · ring
-  · rw [uIcc_of_le hpq] at hx
-    exact hasDerivAt_invPow n (lt_of_lt_of_le hp hx.1)
+  rw [intervalIntegral.integral_eq_sub_of_hasDerivAt hder hint]
+  ring
 
 end
```
